# Covariance of pair occupations in a BCS product state

The lemma `occupation_covariance` concerns a BCS state over a finite set of pair levels, each either empty with amplitude `u k` or occupied by one pair with amplitude `v k`, where |u_k|² + |v_k|² = 1 for every level. It states that the expectation value of (n_k − |v_k|²)(n_l − |v_l|²), with n_k the number of pairs in level k, is |u_k|²|v_k|² when k = l and zero otherwise. The proof first writes this product of two deviations as a product over all levels, with factors of 1 wherever a level is neither k nor l. The expectation value then factorises by `expect_prod`, and the cases k = l and k ≠ l are treated separately.

This version doesn't compile in Lean 4 with Mathlib:

```lean
import Mathlib

namespace BCSNumberFluctuations

noncomputable section

variable {ι : Type*} [Fintype ι] [DecidableEq ι]

/-- Amplitude of a pair configuration in the BCS state: a factor `v k` for each occupied
pair level and `u k` for each empty one. -/
def amplitude (u v : ι → ℂ) (s : ι → Bool) : ℂ := ∏ k, if s k then v k else u k

/-- Expectation value of an observable that is diagonal in the pair configurations. -/
def expect (u v : ι → ℂ) (F : (ι → Bool) → ℝ) : ℝ := ∑ s, ‖amplitude u v s‖ ^ 2 * F s

/-- Number of pairs (one or zero) in a single level. -/
def occ (b : Bool) : ℝ := if b then 1 else 0

/-- The expectation value of a product of single-level observables is the product of
single-level averages. -/
theorem expect_prod (u v : ι → ℂ) (g : ι → Bool → ℝ) :
    expect u v (fun s => ∏ k, g k (s k)) =
      ∏ k, (‖v k‖ ^ 2 * g k true + ‖u k‖ ^ 2 * g k false) := by
  have h : ∀ k, ‖v k‖ ^ 2 * g k true + ‖u k‖ ^ 2 * g k false =
      ∑ b : Bool, ‖if b then v k else u k‖ ^ 2 * g k b := by
    intro k
    simp
  -- expand the product of sums into a sum over configurations
  rw [Finset.prod_congr rfl (fun k _ => h k), Finset.prod_univ_sum, Fintype.piFinset_univ]
  unfold expect amplitude
  refine Finset.sum_congr rfl fun s _ => ?_
  rw [norm_prod, ← Finset.prod_pow, ← Finset.prod_mul_distrib]

/-- Occupations of different pair levels are uncorrelated, and the occupation of level `k`
has variance `|u k|² |v k|²`. -/
theorem occupation_covariance {u v : ι → ℂ} (h : ∀ k, ‖u k‖ ^ 2 + ‖v k‖ ^ 2 = 1) (k l : ι) :
    expect u v (fun s => (occ (s k) - ‖v k‖ ^ 2) * (occ (s l) - ‖v l‖ ^ 2)) =
      if k = l then ‖u k‖ ^ 2 * ‖v k‖ ^ 2 else 0 := by
  have e : (fun s : ι → Bool => (occ (s k) - ‖v k‖ ^ 2) * (occ (s l) - ‖v l‖ ^ 2)) =
      fun s => ∏ j, ((if j = k then occ (s j) - ‖v j‖ ^ 2 else 1) *
        (if j = l then occ (s j) - ‖v j‖ ^ 2 else 1)) := by
    funext s
    simp [Finset.prod_mul_distrib]
  have hu : ‖u k‖ ^ 2 = 1 - ‖v k‖ ^ 2 := by linarith [h k]
  rw [e]
  refine (expect_prod u v (fun j b => (if j = k then occ b - ‖v j‖ ^ 2 else 1) *
    (if j = l then occ b - ‖v j‖ ^ 2 else 1))).trans ?_
  by_cases hkl : k = l
  · subst hkl
    rw [Finset.prod_eq_single k]
    · simp only [occ, eq_self, if_true, Bool.false_eq_true, if_false]
      rw [hu]
      ring
    · intro j _ hj
      simp only [hj, if_false, mul_one]
      linarith [h j]
    · simp
  · -- the factor of level `k` is its mean deviation, which vanishes
    rw [if_neg hkl]
    refine Finset.prod_eq_zero (Finset.mem_univ k) ?_
    simp only [occ, eq_self, if_true, hkl, Bool.false_eq_true, if_false]
    rw [hu]
    ring

end

end BCSNumberFluctuations
```

Messages:

```
Main.lean:41:57: error: unsolved goals
ι : Type u_1
inst✝¹ : Fintype ι
inst✝ : DecidableEq ι
u v : ι → ℂ
h : ∀ (k : ι), ‖u k‖ ^ 2 + ‖v k‖ ^ 2 = 1
k l : ι
s : ι → Bool
⊢ (occ (s k) - ‖v k‖ ^ 2) * (occ (s l) - ‖v l‖ ^ 2) =
    ∏ x,
      if x = l then if x = k then (occ (s x) - ‖v x‖ ^ 2) * (occ (s x) - ‖v x‖ ^ 2) else occ (s x) - ‖v x‖ ^ 2
      else if x = k then occ (s x) - ‖v x‖ ^ 2 else 1
Main.lean:43:10: warning: This simp argument is unused:
  Finset.prod_mul_distrib

Hint: Omit it from the simp argument list.
  [apply] simp

Note: This linter can be disabled with `set_option linter.unusedSimpArgs false`
```

Fix (accepted with no message):

```diff
@@ -41,5 +41,5 @@
         (if j = l then occ (s j) - ‖v j‖ ^ 2 else 1)) := by
     funext s
-    simp [Finset.prod_mul_distrib]
+    simp only [Finset.prod_mul_distrib, Finset.prod_ite_eq', Finset.mem_univ, if_true]
   have hu : ‖u k‖ ^ 2 = 1 - ‖v k‖ ^ 2 := by linarith [h k]
   rw [e]
```

What went wrong. The error is in the auxiliary equation `e`, where `simp` should split the product over levels into two products and reduce each to a single factor. `simp` simplifies inner terms first, and its default lemmas moved the multiplication inside the `if`s. The goal left over shows the result, a nested `if` under `∏ x`. `Finset.prod_mul_distrib` needs a multiplication at the head of the product's body, and there was no longer one there. The warning that this argument is unused is therefore a symptom of the same failure, and omitting it as the hint suggests would not close the goal. Nor does the nested `if` have the form that `Finset.prod_ite_eq'` needs, a single test with 1 in the other branch.

The repair uses `simp only`, which leaves out the lemmas that merged the `if`s. `Finset.prod_mul_distrib` now splits the product, `Finset.prod_ite_eq'` reduces each part to its factor at `k` or `l`, and `Finset.mem_univ` with `if_true` removes the remaining membership test.
